# Divergence of the vibrational partition sum when the anharmonic form is negative for some nonnegative vector

Sum Boltzmann factors over the second-order anharmonic level formula, and a result that looks converged may come from a sum that diverges. Take one mode with levels 1000 v − 10 v² in cm⁻¹, where v = n + 1/2, at a thermal energy of 200 cm⁻¹. Up to n = 20 the terms shrink quickly and the sum seems settled. At n = 100 the level has fallen below zero, and its Boltzmann factor is larger than that of the ground state. Later terms grow without limit.

The problems below determine when the sum diverges, for finitely many modes with positive harmonic wavenumbers and quantum numbers that run over all natural numbers. They concern the level formula, not the true spectrum of a molecule, whose bound vibrational levels end at dissociation.

## Levels and conventions

The modes form a finite, linearly ordered set `ι`.

```lean
import Mathlib

open Filter Topology

namespace AnharmonicPartitionSum

noncomputable section

variable {ι : Type*} [Fintype ι] [LinearOrder ι]
```

For a real vector v with one entry per mode, and real anharmonicity constants x_rs, define

Q(v) = Σ_{r ≤ s} x_rs v_r v_s.

Each pair of modes is counted once, so an off-diagonal constant enters without a factor 1/2. The function `x` also has values for r > s, but they are never used.

```lean
/-- The anharmonic quadratic form: the sum over `r ≤ s` of `x_rs v_r v_s`. -/
def anharmonicForm (x : ι → ι → ℝ) (v : ι → ℝ) : ℝ :=
  ∑ r, ∑ s with r ≤ s, x r s * v r * v s
```

With harmonic wavenumbers w_r and quantum numbers n_r, the level is

E(n) = Σ_r w_r (n_r + 1/2) + Q(v), where v_r = n_r + 1/2.

A state is a function `n : ι → ℕ`. The formula has no constant offset, no higher-order terms and no terms for vibrational angular momentum.

```lean
/-- The vibrational term value with harmonic wavenumbers `w`, anharmonicity constants `x`
and quantum numbers `n`. -/
def vibLevel (w : ι → ℝ) (x : ι → ι → ℝ) (n : ι → ℕ) : ℝ :=
  ∑ r, w r * ((n r : ℝ) + 1 / 2) + anharmonicForm x (fun r => (n r : ℝ) + 1 / 2)
```

Below, T denotes the thermal energy, that is, the Boltzmann constant times the temperature, expressed in the same units as w and x. Convergence is expressed by `Summable`, which for positive terms means that all finite partial sums stay below a common bound.

## (a) Scaling the quadratic form

Show that for every real c,

Q(c v) = c² Q(v).

**Solution.** Each term becomes x_rs (c v_r)(c v_s) = c² x_rs v_r v_s. Taking c² out of both sums gives the result. The Lean proof does the same, with `Finset.mul_sum` for the sums and `ring` for each term.

```lean
/-- Scaling all arguments by `c` scales the anharmonic form by `c ^ 2`. -/
theorem anharmonicForm_scale (x : ι → ι → ℝ) (c : ℝ) (v : ι → ℝ) :
    anharmonicForm x (fun r => c * v r) = c ^ 2 * anharmonicForm x v := by
  unfold anharmonicForm
  rw [Finset.mul_sum]
  refine Finset.sum_congr rfl fun r _ => ?_
  rw [Finset.mul_sum]
  exact Finset.sum_congr rfl fun s _ => by ring
```

## (b) Levels without a lower bound

Let y have nonnegative entries and satisfy Q(y) < 0. Show that for every real C there is a state n with

E(n) < C.

**Solution.** For t > 0, choose n_r = ⌊t y_r⌋, which is a natural number because y_r ≥ 0. Then v_r = n_r + 1/2 differs from t y_r by at most 1/2, so v_r / t → y_r as t → ∞. By (a),

E(n) / t² = Q(v / t) + (1/t) Σ_r w_r (v_r / t).

The first term tends to Q(y) and the second to 0. Since Q(y) < 0, multiplying by t² sends E(n) to −∞, and some t gives a level below C.

In the code, `hv`, `hQ` and `hL` are these three limits, and `hE` is the divergence to −∞. The remaining lines undo the division by t², using (a) for the quadratic part and `hlin` for the linear part. The wavenumbers may have any sign.

```lean
/-- If the anharmonic form is negative at some vector with nonnegative entries, the
vibrational term values are unbounded below. -/
theorem vibLevel_unbounded_below (w : ι → ℝ) (x : ι → ι → ℝ) (y : ι → ℝ)
    (hy : ∀ r, 0 ≤ y r) (hneg : anharmonicForm x y < 0) (C : ℝ) :
    ∃ n : ι → ℕ, vibLevel w x n < C := by
  -- follow the quantum numbers `⌊y r * t⌋₊` as `t` grows
  have hv : ∀ r, Tendsto (fun t : ℝ => ((⌊y r * t⌋₊ : ℝ) + 1 / 2) / t) atTop (𝓝 (y r)) := by
    intro r
    have h1 := tendsto_nat_floor_mul_div_atTop (R := ℝ) (hy r)
    have h2 : Tendsto (fun t : ℝ => (1 / 2 : ℝ) / t) atTop (𝓝 0) :=
      tendsto_const_nhds.div_atTop tendsto_id
    have h3 := h1.add h2
    rw [add_zero] at h3
    exact h3.congr fun t => (add_div _ _ _).symm
  have hQ : Tendsto (fun t : ℝ => anharmonicForm x
      (fun r => ((⌊y r * t⌋₊ : ℝ) + 1 / 2) / t)) atTop (𝓝 (anharmonicForm x y)) := by
    unfold anharmonicForm
    exact tendsto_finsetSum _ fun r _ => tendsto_finsetSum _ fun s _ =>
      ((hv r).const_mul _).mul (hv s)
  have hi : Tendsto (fun t : ℝ => 1 / t) atTop (𝓝 0) :=
    tendsto_const_nhds.div_atTop tendsto_id
  have hL : Tendsto (fun t : ℝ => 1 / t * ∑ r, w r * (((⌊y r * t⌋₊ : ℝ) + 1 / 2) / t))
      atTop (𝓝 (0 * ∑ r, w r * y r)) :=
    hi.mul (tendsto_finsetSum _ fun r _ => (hv r).const_mul _)
  have hs := hQ.add hL
  rw [zero_mul, add_zero] at hs
  -- the level divided by `t ^ 2` has a negative limit
  have hE := (tendsto_pow_atTop (α := ℝ) (two_ne_zero)).atTop_mul_neg hneg hs
  obtain ⟨t, ht, ht0⟩ := ((hE.eventually_lt_atBot C).and (eventually_gt_atTop 0)).exists
  have hne : t ≠ 0 := ne_of_gt ht0
  have c1 : ∀ a : ℝ, t * (a / t) = a := fun a => by field_simp
  have c2 : ∀ a b : ℝ, t ^ 2 * (1 / t * (a * (b / t))) = a * b := fun a b => by field_simp
  have hq := anharmonicForm_scale x t (fun r => ((⌊y r * t⌋₊ : ℝ) + 1 / 2) / t)
  simp only [c1] at hq
  have hlin : t ^ 2 * (1 / t * ∑ r, w r * (((⌊y r * t⌋₊ : ℝ) + 1 / 2) / t))
      = ∑ r, w r * ((⌊y r * t⌋₊ : ℝ) + 1 / 2) := by
    rw [Finset.mul_sum, Finset.mul_sum]
    exact Finset.sum_congr rfl fun r _ => c2 _ _
  refine ⟨fun r => ⌊y r * t⌋₊, lt_of_eq_of_lt ?_ ht⟩
  rw [mul_add, hlin, ← hq, add_comm]
  rfl
```

## (c) Divergence at every temperature

Under the same assumption on y, show that for every T > 0

Σ_n exp(−E(n)/T) = ∞.

**Solution.** Suppose the sum converges to Z. All its terms are positive, so none exceeds Z. By (b) with C = −Z T, some state has E(n) < −Z T, that is, −E(n)/T > Z. Since exp(u) ≥ u + 1,

exp(−E(n)/T) ≥ −E(n)/T + 1 > Z + 1,

which is a contradiction.

Lean states the divergence as `¬ Summable`. The bound of one term by the total is `hs.le_tsum`, and the exponential inequality is `Real.add_one_le_exp`.

```lean
/-- If the anharmonic form is negative at some vector with nonnegative entries, the
vibrational partition sum diverges at every temperature `T > 0` (in energy units). -/
theorem partition_sum_diverges (w : ι → ℝ) (x : ι → ι → ℝ) (y : ι → ℝ)
    (hy : ∀ r, 0 ≤ y r) (hneg : anharmonicForm x y < 0) {T : ℝ} (hT : 0 < T) :
    ¬ Summable (fun n : ι → ℕ => Real.exp (-vibLevel w x n / T)) := by
  intro hs
  -- a single Boltzmann factor would exceed the whole sum
  obtain ⟨n, hn⟩ := vibLevel_unbounded_below w x y hy hneg
    (-((∑' n : ι → ℕ, Real.exp (-vibLevel w x n / T)) * T))
  have h1 := hs.le_tsum n (fun _ _ => (Real.exp_pos _).le)
  have h2 := (lt_div_iff₀ hT).mpr (lt_neg_of_lt_neg hn)
  have h3 := Real.add_one_le_exp (-vibLevel w x n / T)
  linarith
```

## (d) The harmonic sum

Let all w_r > 0 and T > 0. Show that

Σ_n exp(−Σ_r w_r (n_r + 1/2) / T) < ∞.

**Solution.** Each term is a product over modes. For a single mode the sum is a geometric series with ratio exp(−w_r/T) < 1 and value

Z_r = exp(−w_r/(2T)) / (1 − exp(−w_r/T)).

Take any finite set u of states, and let N_r be the set of values that n_r takes in u. Then u lies in the box of all states with n_r ∈ N_r for every r. Over the box the sum factorises, so

Σ_{n ∈ u} (term) ≤ Π_r Σ_{k ∈ N_r} exp(−w_r (k + 1/2)/T) ≤ Π_r Z_r.

The bound does not depend on u, hence the sum converges.

In Lean, `hg` is the geometric series, `Fintype.piFinset` is the box, and `Finset.prod_univ_sum` is the factorisation. The code keeps Z_r as an infinite sum, without its closed form.

```lean
omit [LinearOrder ι] in
/-- The partition sum of finitely many harmonic modes with positive wavenumbers converges
at every temperature `T > 0`. -/
theorem harmonic_sum_converges (w : ι → ℝ) (hw : ∀ r, 0 < w r) {T : ℝ} (hT : 0 < T) :
    Summable (fun n : ι → ℕ => Real.exp (-(∑ r, w r * ((n r : ℝ) + 1 / 2)) / T)) := by
  classical
  have hg : ∀ r, Summable (fun k : ℕ => Real.exp (-(w r * ((k : ℝ) + 1 / 2)) / T)) := by
    intro r
    have e : (fun k : ℕ => Real.exp (-(w r * ((k : ℝ) + 1 / 2)) / T))
        = fun k : ℕ => Real.exp (-(w r / (2 * T))) * Real.exp (k * (-(w r / T))) := by
      funext k
      rw [← Real.exp_add]
      congr 1
      ring
    rw [e]
    exact (Real.summable_exp_nat_mul_iff.mpr (neg_lt_zero.mpr (div_pos (hw r) hT))).mul_left _
  have e : ∀ n : ι → ℕ, Real.exp (-(∑ r, w r * ((n r : ℝ) + 1 / 2)) / T)
      = ∏ r, Real.exp (-(w r * ((n r : ℝ) + 1 / 2)) / T) := by
    intro n
    rw [← Real.exp_sum, ← Finset.sum_neg_distrib, Finset.sum_div]
  -- enclose a finite set of states in a box, where the sum factorises
  refine summable_of_sum_le (c := ∏ r, ∑' k : ℕ, Real.exp (-(w r * ((k : ℝ) + 1 / 2)) / T))
    (fun n => (Real.exp_pos _).le) fun u => ?_
  calc ∑ n ∈ u, Real.exp (-(∑ r, w r * ((n r : ℝ) + 1 / 2)) / T)
      = ∑ n ∈ u, ∏ r, Real.exp (-(w r * ((n r : ℝ) + 1 / 2)) / T) :=
        Finset.sum_congr rfl fun n _ => e n
    _ ≤ ∑ n ∈ Fintype.piFinset (fun r : ι => (u.image (fun m => m r) : Finset ℕ)),
          ∏ r, Real.exp (-(w r * ((n r : ℝ) + 1 / 2)) / T) :=
        Finset.sum_le_sum_of_subset_of_nonneg
          (fun n hn => Fintype.mem_piFinset.mpr fun r =>
            Finset.mem_image_of_mem (fun m : ι → ℕ => m r) hn)
          (fun n _ _ => Finset.prod_nonneg fun r _ => (Real.exp_pos _).le)
    _ = ∏ r, ∑ k ∈ (u.image (fun m => m r) : Finset ℕ),
          Real.exp (-(w r * ((k : ℝ) + 1 / 2)) / T) := by
        rw [Finset.prod_univ_sum]
    _ ≤ _ := Finset.prod_le_prod
        (fun r _ => Finset.sum_nonneg fun k _ => (Real.exp_pos _).le)
        (fun r _ => (hg r).sum_le_tsum _ fun k _ => (Real.exp_pos _).le)
```

## (e) The exact criterion

Again let all w_r > 0 and T > 0. Show that

Σ_n exp(−E(n)/T) < ∞ ⇔ Q(y) ≥ 0 for every y with nonnegative entries.

**Solution.** If Q(y) < 0 for some such y, the sum diverges by (c). Conversely, if Q is never negative there, then Q(v) ≥ 0 for v_r = n_r + 1/2. Every level is then at least its harmonic value, every Boltzmann factor is at most the harmonic one, and (d) gives convergence by comparison.

The comparison is `Summable.of_nonneg_of_le`, with `hn` as the inequality between levels. Positive wavenumbers stand for a reference geometry at which every mode has a restoring force. Assuming only w_r ≥ 0 would not be enough: with one mode, w = 0 and x = 0, every term equals 1.

```lean
/-- For positive harmonic wavenumbers and `T > 0`, the vibrational partition sum converges
exactly when the anharmonic form is nonnegative at all vectors with nonnegative entries. -/
theorem partition_sum_converges_iff (w : ι → ℝ) (hw : ∀ r, 0 < w r) (x : ι → ι → ℝ)
    {T : ℝ} (hT : 0 < T) :
    Summable (fun n : ι → ℕ => Real.exp (-vibLevel w x n / T)) ↔
      ∀ y : ι → ℝ, (∀ r, 0 ≤ y r) → 0 ≤ anharmonicForm x y := by
  constructor
  · intro hs y hy
    by_contra h
    exact partition_sum_diverges w x y hy (not_le.mp h) hT hs
  · intro h
    refine Summable.of_nonneg_of_le (fun n => (Real.exp_pos _).le) (fun n => ?_)
      (harmonic_sum_converges w hw hT)
    have hn : ∑ r, w r * ((n r : ℝ) + 1 / 2) ≤ vibLevel w x n :=
      le_add_of_nonneg_right (h _ fun r => by positivity)
    gcongr
```

## (f) A single negative diagonal constant

Show that, for any mode r and any T > 0,

x_rr < 0 ⇒ Σ_n exp(−E(n)/T) = ∞.

**Solution.** Let y be 1 for mode r and 0 for all others. Only the term with both indices equal to r survives, so Q(y) = x_rr < 0, and (c) applies.

The equation `e` evaluates Q at this vector, with `Finset.sum_eq_single` used once for each sum. Bond stretches usually have negative diagonal constants, so a partition function computed by direct summation of this second-order formula generally needs a cutoff, and the cutoff is part of the approximation.

```lean
/-- One negative diagonal constant `x_rr` makes the partition sum diverge at every
temperature `T > 0`. -/
theorem diverges_of_negative_diagonal (w : ι → ℝ) (x : ι → ι → ℝ) (r : ι)
    (hr : x r r < 0) {T : ℝ} (hT : 0 < T) :
    ¬ Summable (fun n : ι → ℕ => Real.exp (-vibLevel w x n / T)) := by
  -- excite mode `r` alone
  have e : anharmonicForm x (fun s => if s = r then 1 else 0) = x r r := by
    unfold anharmonicForm
    refine (Finset.sum_eq_single r ?_ ?_).trans ((Finset.sum_eq_single r ?_ ?_).trans ?_)
    · intro b _ hb
      simp [hb]
    · simp
    · intro b _ hb
      simp [hb]
    · simp
    · simp
  exact partition_sum_diverges w x _ (fun s => by split_ifs <;> norm_num) (e ▸ hr) hT
```

## (g) Two modes

Label the modes 0 and 1, with w_0, w_1 > 0 and T > 0. Show that the partition sum converges exactly when

x_00 ≥ 0, x_11 ≥ 0 and x_01 ≥ −2 √(x_00 x_11).

**Solution.** Here

Q(y) = x_00 y_0² + x_01 y_0 y_1 + x_11 y_1²,

and by (e) the question is whether Q ≥ 0 for all y_0, y_1 ≥ 0.

Suppose it is. The vectors (1, 0) and (0, 1) give x_00 ≥ 0 and x_11 ≥ 0. If the third condition failed, x_01 would be negative, and in each case some nonnegative vector would make Q negative:

- If x_00 = 0, then y = (x_11 + 1, −x_01) gives Q(y) = −x_01².
- If x_11 = 0, then y = (−x_01, x_00 + 1) gives Q(y) = −x_01².
- If both are positive, then y = (√x_11, √x_00) gives Q(y) = √(x_00 x_11) (x_01 + 2 √(x_00 x_11)).

For the converse, complete the square:

Q(y) = (√x_00 y_0 − √x_11 y_1)² + (x_01 + 2 √(x_00 x_11)) y_0 y_1.

Under the three conditions both terms are nonnegative.

In the code, `form` expands Q and `key` evaluates it at a chosen pair. The two `rcases` lines separate the cases with a zero diagonal constant, and `hk` treats the third case. In the converse, `h1` and `h2` are the two nonnegative terms. A sufficiently negative coupling therefore makes the sum diverge even when both diagonal constants are positive.

```lean
/-- For two modes with positive wavenumbers and `T > 0`, the partition sum converges exactly
when both diagonal constants are nonnegative and `x_01 ≥ -2 √(x_00 x_11)`. -/
theorem two_mode_converges_iff (w : Fin 2 → ℝ) (hw : ∀ r, 0 < w r)
    (x : Fin 2 → Fin 2 → ℝ) {T : ℝ} (hT : 0 < T) :
    Summable (fun n : Fin 2 → ℕ => Real.exp (-vibLevel w x n / T)) ↔
      0 ≤ x 0 0 ∧ 0 ≤ x 1 1 ∧ -2 * √(x 0 0 * x 1 1) ≤ x 0 1 := by
  have form : ∀ y : Fin 2 → ℝ, anharmonicForm x y
      = x 0 0 * y 0 ^ 2 + x 0 1 * y 0 * y 1 + x 1 1 * y 1 ^ 2 := by
    intro y
    simp [anharmonicForm, Finset.sum_filter, Fin.sum_univ_two]
    ring
  rw [partition_sum_converges_iff w hw x hT]
  constructor
  · intro h
    have key : ∀ p q : ℝ, 0 ≤ p → 0 ≤ q →
        0 ≤ x 0 0 * p ^ 2 + x 0 1 * p * q + x 1 1 * q ^ 2 := by
      intro p q hp hq
      have h1 := h ![p, q] (fun r => by fin_cases r <;> simp [hp, hq])
      rw [form] at h1
      simpa using h1
    have ha : 0 ≤ x 0 0 := by have := key 1 0 (by norm_num) le_rfl; linarith
    have hb : 0 ≤ x 1 1 := by have := key 0 1 le_rfl (by norm_num); linarith
    refine ⟨ha, hb, ?_⟩
    by_contra hc
    have hc := not_le.mp hc
    have hs := Real.sqrt_nonneg (x 0 0 * x 1 1)
    have hneg : x 0 1 < 0 := by linarith
    have hsq : 0 < x 0 1 ^ 2 := by nlinarith
    rcases ha.eq_or_lt with h0 | ha'
    · have := key (x 1 1 + 1) (-x 0 1) (by linarith) (by linarith)
      rw [← h0] at this
      linarith
    rcases hb.eq_or_lt with h0 | hb'
    · have := key (-x 0 1) (x 0 0 + 1) (by linarith) (by linarith)
      rw [← h0] at this
      linarith
    -- the most dangerous direction is `(√x_11, √x_00)`
    have hk := key √(x 1 1) √(x 0 0) (Real.sqrt_nonneg _) (Real.sqrt_nonneg _)
    have hpos := Real.sqrt_pos.mpr (mul_pos ha' hb')
    have hss := Real.sq_sqrt (mul_pos ha' hb').le
    have hm := Real.sqrt_mul ha (x 1 1)
    rw [Real.sq_sqrt ha, Real.sq_sqrt hb, mul_assoc (x 0 1),
      mul_comm √(x 1 1), ← hm] at hk
    have := mul_pos (sub_pos.mpr hc) hpos
    linarith
  · rintro ⟨ha, hb, hc⟩ y hy
    rw [form]
    rw [Real.sqrt_mul ha] at hc
    -- complete the square
    have h1 := sq_nonneg (√(x 0 0) * y 0 - √(x 1 1) * y 1)
    have h2 := mul_nonneg (sub_nonneg.mpr hc) (mul_nonneg (hy 0) (hy 1))
    have e1 : √(x 0 0) ^ 2 * y 0 ^ 2 = x 0 0 * y 0 ^ 2 := by rw [Real.sq_sqrt ha]
    have e2 : √(x 1 1) ^ 2 * y 1 ^ 2 = x 1 1 * y 1 ^ 2 := by rw [Real.sq_sqrt hb]
    linarith

end

end AnharmonicPartitionSum
```

```lean
#print axioms AnharmonicPartitionSum.partition_sum_diverges
#print axioms AnharmonicPartitionSum.diverges_of_negative_diagonal
#print axioms AnharmonicPartitionSum.two_mode_converges_iff
```

```
'AnharmonicPartitionSum.partition_sum_diverges' depends on axioms: [propext, Classical.choice, Quot.sound]
'AnharmonicPartitionSum.diverges_of_negative_diagonal' depends on axioms: [propext, Classical.choice, Quot.sound]
'AnharmonicPartitionSum.two_mode_converges_iff' depends on axioms: [propext, Classical.choice, Quot.sound]
```
